# For $\alpha>\beta>0$, the middle-range fraction $\mathrm{erf}(\alpha r)-\mathrm{erf}(\beta r)$ has its unique maximum on $r\ge 0$ at $\sqrt{\ln(\alpha/\beta)/(\alpha^2-\beta^2)}$

## Three ranges of the Coulomb interaction

Let $r\ge 0$ be the distance between two electrons, and let $\alpha>\beta>0$ be two screening parameters with the dimension of an inverse length. The error function is normalised so that it tends to 1 at large argument:

$$\mathrm{erf}(x)=\frac{2}{\sqrt\pi}\int_0^x e^{-t^2}\,dt,\qquad \mathrm{erfc}(x)=1-\mathrm{erf}(x).$$

The Coulomb interaction $1/r$ is divided into three parts by writing

$$1=\mathrm{erfc}(\alpha r)+\big[\mathrm{erf}(\alpha r)-\mathrm{erf}(\beta r)\big]+\mathrm{erf}(\beta r).$$

The first term is the short-range fraction and the last is the long-range fraction. The bracket is the middle-range fraction,

$$m(r)=\mathrm{erf}(\alpha r)-\mathrm{erf}(\beta r).$$

In the HISS construction, exact exchange enters only through the middle range, with a mixing coefficient $c>0$. The fraction of exact exchange at distance $r$ is then $c\,m(r)$. The parameter $\alpha$ sets the distance at which exact exchange is switched on, and $\beta$ sets the distance at which it is switched off again.

## What is stated, and in which terms

Define

$$r_*=\sqrt{\frac{\ln(\alpha/\beta)}{\alpha^2-\beta^2}}.$$

The main theorem, `middleRange_lt_max`, says that if $0<\beta<\alpha$, $r\ge 0$ and $r\ne r_*$, then $m(r)<m(r_*)$. Since $r_*$ is itself non-negative, this one strict inequality makes it the global maximum on the half-line and excludes a second one.

In the Lean file, `erf` is the integral above, `middleRange α β r` is $m(r)$ and `optimalDistance α β` is $r_*$. All quantities are real numbers without units; reading the parameters in inverse bohr and the distances in bohr is a convention. The hypotheses `0 < β` and `β < α` give two genuine, ordered screening parameters, and `0 ≤ r` restricts the argument to physical distances.

The result concerns the fraction $m(r)$, not the interaction kernel $m(r)/r$. The two do not peak together: at $r_*$ the slope of $m(r)/r$ is $-m(r_*)/r_*^2$, which is negative. Nor does the theorem say which distances contribute most to an exchange energy, since that also depends on the density matrix of the system. For screened hybrids in which exact exchange enters only through this middle range, it tells a user how a choice of the two parameters places the peak of the exact-exchange fraction.

## The sign of the slope

By the fundamental theorem of calculus, $\mathrm{erf}'(x)=\frac{2}{\sqrt\pi}e^{-x^2}$. The chain rule gives

$$m'(r)=\frac{2}{\sqrt\pi}\left(\alpha e^{-\alpha^2r^2}-\beta e^{-\beta^2r^2}\right).$$

Each prefactor can be moved into its exponent, $\alpha e^{-\alpha^2r^2}=e^{\ln\alpha-\alpha^2r^2}$, and likewise for $\beta$. Because the exponential is strictly increasing, $m'(r)>0$ holds exactly when

$$\ln\alpha-\alpha^2r^2>\ln\beta-\beta^2r^2,
\qquad\text{that is,}\qquad
(\alpha^2-\beta^2)\,r^2<\ln\frac{\alpha}{\beta}.$$

Since $\alpha^2-\beta^2>0$, for $r\ge0$ this means $r<r_*$. With the inequalities reversed, the same steps give $m'(r)<0$ exactly when $r>r_*$. Hence $m$ rises strictly on $[0,r_*]$ and falls strictly on $[r_*,\infty)$, and every $r\ne r_*$ on the half-line has $m(r)<m(r_*)$.

The fraction is also positive at every $r>0$: the error function has positive slope everywhere, so it is strictly increasing, and $\beta r<\alpha r$.

## Between two Gaussian widths

The Gaussians $e^{-\alpha^2r^2}$ and $e^{-\beta^2r^2}$ have standard deviations $1/(\sqrt2\,\alpha)$ and $1/(\sqrt2\,\beta)$. The maximum lies strictly between these lengths. To see this, use $\ln u<u-1$ for positive $u\ne1$.

With $u=(\alpha/\beta)^2$,

$$2\ln\frac{\alpha}{\beta}<\frac{\alpha^2-\beta^2}{\beta^2}
\quad\Longrightarrow\quad r_*^2<\frac{1}{2\beta^2}.$$

With $u=(\beta/\alpha)^2$,

$$-2\ln\frac{\alpha}{\beta}<\frac{\beta^2-\alpha^2}{\alpha^2}
\quad\Longrightarrow\quad r_*^2>\frac{1}{2\alpha^2}.$$

Taking positive square roots gives

$$\frac{1}{\sqrt2\,\alpha}<r_*<\frac{1}{\sqrt2\,\beta}.$$

## The HISS parameters

For $\alpha=0.84$ and $\beta=0.20$ in inverse bohr, $\alpha/\beta=4.2$ and $\alpha^2-\beta^2=0.6656$. The logarithm can be bounded by writing $4.2=2^2\cdot1.05$, so that $\ln4.2=2\ln2+\ln1.05$. The inequalities $1-1/u\le\ln u\le u-1$ at $u=1.05$ give $1/21\le\ln1.05\le0.05$. Together with a decimal enclosure of $\ln2$, this yields

$$1.42<\ln4.2<1.437.$$

On the other side, $1.46^2\cdot0.6656<1.42$ and $1.47^2\cdot0.6656>1.437$. Therefore

$$1.46<r_*<1.47\quad\text{(bohr)}.$$

Multiplying $m$ by $c>0$ preserves strict inequalities, so the exact-exchange fraction $c\,m(r)$ has its unique maximum at the same distance, whatever the positive mixing coefficient.

## The Lean file

```lean
import Mathlib

namespace ScreenedHybridMiddleRange

noncomputable section

/-- The error function, as a normalised Gaussian integral. -/
def erf (x : ℝ) : ℝ :=
  2 / Real.sqrt Real.pi * ∫ t in (0 : ℝ)..x, Real.exp (-t ^ 2)

/-- The fraction of the Coulomb interaction at distance `r` assigned to the middle range,
with short-range screening parameter `α` and long-range screening parameter `β`. -/
def middleRange (α β r : ℝ) : ℝ := erf (α * r) - erf (β * r)

/-- The distance `√(ln(α/β)/(α² - β²))` built from the two screening parameters. -/
def optimalDistance (α β : ℝ) : ℝ :=
  Real.sqrt (Real.log (α / β) / (α ^ 2 - β ^ 2))

/-- The slope of the error function at `x` is the Gaussian `2/√π · exp(-x²)`. -/
theorem hasDerivAt_erf (x : ℝ) :
    HasDerivAt erf (2 / Real.sqrt Real.pi * Real.exp (-x ^ 2)) x := by
  have hc : Continuous (fun t : ℝ => Real.exp (-t ^ 2)) := by fun_prop
  exact (hc.integral_hasStrictDerivAt 0 x).hasDerivAt.const_mul (2 / Real.sqrt Real.pi)

/-- The slope of the middle-range fraction is `2/√π` times the difference of two Gaussians in the
distance, weighted by `α` and `β`. -/
theorem hasDerivAt_middleRange (α β r : ℝ) :
    HasDerivAt (middleRange α β)
      (2 / Real.sqrt Real.pi *
        (α * Real.exp (-(α * r) ^ 2) - β * Real.exp (-(β * r) ^ 2))) r := by
  have h (c : ℝ) : HasDerivAt (fun s => erf (c * s))
      (2 / Real.sqrt Real.pi * Real.exp (-(c * r) ^ 2) * c) r := by
    have h1 : HasDerivAt (fun s : ℝ => c * s) c r :=
      ((hasDerivAt_id' r).const_mul c).congr_deriv (mul_one c)
    exact (hasDerivAt_erf (c * r)).comp r h1
  exact ((h α).fun_sub (h β)).congr_deriv (by ring)

/-- The middle-range fraction is positive at every positive distance. -/
theorem middleRange_pos {α β r : ℝ} (h : β < α) (hr : 0 < r) :
    0 < middleRange α β r := by
  have hmono : StrictMono erf := strictMono_of_deriv_pos (fun x => by
    rw [(hasDerivAt_erf x).deriv]
    positivity)
  exact sub_pos.mpr (hmono (mul_lt_mul_of_pos_right h hr))

/-- A Gaussian with a positive prefactor, written as a single exponential. -/
theorem prefactor_mul_gaussian {x : ℝ} (hx : 0 < x) (r : ℝ) :
    x * Real.exp (-(x * r) ^ 2) = Real.exp (Real.log x - (x * r) ^ 2) := by
  rw [sub_eq_add_neg, Real.exp_add, Real.exp_log hx]

/-- The middle-range fraction rises strictly from contact up to the optimal distance and
falls strictly beyond it. -/
theorem middleRange_rises_then_falls {α β : ℝ} (hβ : 0 < β) (h : β < α) :
    StrictMonoOn (middleRange α β) (Set.Icc 0 (optimalDistance α β)) ∧
      StrictAntiOn (middleRange α β) (Set.Ici (optimalDistance α β)) := by
  have hα : 0 < α := hβ.trans h
  have hD : 0 < α ^ 2 - β ^ 2 := by nlinarith
  have hpre : 0 < 2 / Real.sqrt Real.pi := by positivity
  have hcont : Continuous (middleRange α β) :=
    continuous_iff_continuousAt.mpr fun r => (hasDerivAt_middleRange α β r).continuousAt
  constructor
  · apply strictMonoOn_of_deriv_pos (convex_Icc _ _) hcont.continuousOn
    intro r hr
    rw [interior_Icc] at hr
    -- below the optimal distance the Gaussian term with prefactor `α` is the larger one
    have h1 := (Real.lt_sqrt hr.1.le).mp hr.2
    rw [lt_div_iff₀ hD, Real.log_div hα.ne' hβ.ne'] at h1
    rw [(hasDerivAt_middleRange α β r).deriv, prefactor_mul_gaussian hα,
      prefactor_mul_gaussian hβ]
    exact mul_pos hpre (sub_pos.mpr (Real.exp_lt_exp.mpr (by nlinarith)))
  · apply strictAntiOn_of_deriv_neg (convex_Ici _) hcont.continuousOn
    intro r hr
    rw [interior_Ici] at hr
    have hr' : optimalDistance α β < r := hr
    have hr0 : 0 < r := lt_of_le_of_lt (Real.sqrt_nonneg _) hr'
    -- beyond the optimal distance the Gaussian term with prefactor `β` is the larger one
    have h1 := (Real.sqrt_lt' hr0).mp hr'
    rw [div_lt_iff₀ hD, Real.log_div hα.ne' hβ.ne'] at h1
    rw [(hasDerivAt_middleRange α β r).deriv, prefactor_mul_gaussian hα,
      prefactor_mul_gaussian hβ]
    exact mul_neg_of_pos_of_neg hpre
      (sub_neg.mpr (Real.exp_lt_exp.mpr (by nlinarith)))

/-- Main theorem: at every other non-negative distance the middle-range fraction is strictly
smaller than at `√(ln(α/β)/(α² - β²))`. -/
theorem middleRange_lt_max {α β r : ℝ} (hβ : 0 < β) (h : β < α) (hr : 0 ≤ r)
    (hne : r ≠ optimalDistance α β) :
    middleRange α β r < middleRange α β (optimalDistance α β) := by
  obtain ⟨hup, hdown⟩ := middleRange_rises_then_falls hβ h
  rcases lt_or_gt_of_ne hne with hlt | hgt
  · exact hup ⟨hr, hlt.le⟩ ⟨Real.sqrt_nonneg _, le_rfl⟩ hlt
  · exact hdown (Set.mem_Ici.mpr le_rfl) (Set.mem_Ici.mpr (le_of_lt hgt)) hgt

/-- A strict logarithmic inequality for two different positive screening parameters. -/
theorem log_screening_lt {x y : ℝ} (hx : 0 < x) (hy : 0 < y) (hxy : x ≠ y) :
    2 * (Real.log x - Real.log y) * y ^ 2 < x ^ 2 - y ^ 2 := by
  have hne : (x / y) ^ 2 ≠ 1 := by
    intro h
    rw [div_pow, div_eq_iff (by positivity), one_mul] at h
    exact hxy ((sq_eq_sq₀ hx.le hy.le).mp h)
  have h := Real.log_lt_sub_one_of_pos (by positivity : 0 < (x / y) ^ 2) hne
  rw [Real.log_pow, Real.log_div hx.ne' hy.ne', div_pow] at h
  push_cast at h
  have h2 := mul_lt_mul_of_pos_right h (by positivity : 0 < y ^ 2)
  have e : (x ^ 2 / y ^ 2 - 1) * y ^ 2 = x ^ 2 - y ^ 2 := by field_simp
  linarith

/-- The optimal distance lies strictly between the two lengths `1/(√2 α)` and `1/(√2 β)`. -/
theorem optimalDistance_between {α β : ℝ} (hβ : 0 < β) (h : β < α) :
    1 / (Real.sqrt 2 * α) < optimalDistance α β ∧
      optimalDistance α β < 1 / (Real.sqrt 2 * β) := by
  have hα : 0 < α := hβ.trans h
  have hD : 0 < α ^ 2 - β ^ 2 := by nlinarith
  have hsq (c : ℝ) : (1 / (Real.sqrt 2 * c)) ^ 2 = 1 / (2 * c ^ 2) := by
    rw [div_pow, mul_pow, Real.sq_sqrt (by norm_num), one_pow]
  have h1 := log_screening_lt hβ hα h.ne
  have h2 := log_screening_lt hα hβ h.ne'
  constructor
  · apply (Real.lt_sqrt (by positivity)).mpr
    rw [hsq, div_lt_div_iff₀ (by positivity) hD, Real.log_div hα.ne' hβ.ne']
    linarith
  · apply (Real.sqrt_lt' (by positivity)).mpr
    rw [hsq, div_lt_div_iff₀ hD (by positivity), Real.log_div hα.ne' hβ.ne']
    linarith

/-- For the HISS screening parameters 0.84 and 0.20 (in inverse bohr) the optimal distance is
between 1.46 and 1.47 bohr, and the exact-exchange fraction with any positive mixing
coefficient `c` is strictly largest there. -/
theorem hiss_maximal_exchange {c : ℝ} (hc : 0 < c) :
    (1.46 < optimalDistance 0.84 0.20 ∧ optimalDistance 0.84 0.20 < 1.47) ∧
      ∀ r : ℝ, 0 ≤ r → r ≠ optimalDistance 0.84 0.20 →
        c * middleRange 0.84 0.20 r <
          c * middleRange 0.84 0.20 (optimalDistance 0.84 0.20) := by
  -- ln 4.2 = 2 ln 2 + ln 1.05
  have hL : Real.log (0.84 / 0.20) = 2 * Real.log 2 + Real.log (21 / 20) := by
    rw [show (0.84 / 0.20 : ℝ) = 2 ^ 2 * (21 / 20) by norm_num,
      Real.log_mul (by norm_num) (by norm_num), Real.log_pow]
    push_cast
    ring
  have l1 := Real.log_two_gt_d9
  have l2 := Real.log_two_lt_d9
  have l3 := Real.one_sub_inv_le_log_of_pos (by norm_num : (0 : ℝ) < 21 / 20)
  have l4 := Real.log_le_sub_one_of_pos (by norm_num : (0 : ℝ) < 21 / 20)
  have hlo : (71 / 50 : ℝ) < Real.log (0.84 / 0.20) := by
    rw [hL]
    norm_num at l1 l3
    linarith
  have hhi : Real.log (0.84 / 0.20) < (1437 / 1000 : ℝ) := by
    rw [hL]
    norm_num at l2 l4
    linarith
  refine ⟨⟨?_, ?_⟩, fun r hr hne => ?_⟩
  · apply (Real.lt_sqrt (by norm_num)).mpr
    rw [lt_div_iff₀ (by norm_num)]
    exact lt_trans (by norm_num) hlo
  · apply (Real.sqrt_lt' (by norm_num)).mpr
    rw [div_lt_iff₀ (by norm_num)]
    exact lt_trans hhi (by norm_num)
  · exact mul_lt_mul_of_pos_left
      (middleRange_lt_max (by norm_num) (by norm_num) hr hne) hc

end

end ScreenedHybridMiddleRange
```

```lean
#print axioms ScreenedHybridMiddleRange.hasDerivAt_middleRange
-- 'ScreenedHybridMiddleRange.hasDerivAt_middleRange' depends on axioms: [propext, Classical.choice, Quot.sound]
#print axioms ScreenedHybridMiddleRange.middleRange_lt_max
-- 'ScreenedHybridMiddleRange.middleRange_lt_max' depends on axioms: [propext, Classical.choice, Quot.sound]
#print axioms ScreenedHybridMiddleRange.optimalDistance_between
-- 'ScreenedHybridMiddleRange.optimalDistance_between' depends on axioms: [propext, Classical.choice, Quot.sound]
#print axioms ScreenedHybridMiddleRange.hiss_maximal_exchange
-- 'ScreenedHybridMiddleRange.hiss_maximal_exchange' depends on axioms: [propext, Classical.choice, Quot.sound]
```

## From derivatives to a strict maximum

`hasDerivAt_erf` applies the fundamental theorem of calculus to the continuous Gaussian integrand. `hasDerivAt_middleRange` proves the chain rule once for a general parameter `c`, uses it for both `α` and `β`, and subtracts. `middleRange_pos` obtains the strict monotonicity of `erf` from its positive derivative and applies it to $\beta r<\alpha r$. It needs only `β < α` and `0 < r`.

The rewriting of a prefactor as part of an exponent is `prefactor_mul_gaussian`. It requires a positive prefactor, because it uses $e^{\ln x}=x$.

The central step is `middleRange_rises_then_falls`. Mathlib's monotonicity criteria ask for continuity on the whole interval but for a strict sign of the derivative only in its interior, so the vanishing slope at $r_*$ causes no difficulty. On the rising side, `Real.lt_sqrt` turns $r<r_*$ into an inequality for $r^2$, and `lt_div_iff₀` clears the positive denominator $\alpha^2-\beta^2$. After the logarithm of the quotient has been split, `nlinarith` supplies the comparison of exponents, and `Real.exp_lt_exp` carries it over to the Gaussians. The falling side follows the same route with `Real.sqrt_lt'`.

`middleRange_lt_max` then splits $r\ne r_*$ into two cases. If $r<r_*$, both points lie in the interval where $m$ rises; if $r>r_*$, both lie where it falls. Each case is a single application of the corresponding monotonicity statement.

## The bounds and the numerical interval

`log_screening_lt` is the logarithmic inequality with its denominator cleared: for different positive $x$ and $y$,

$$2(\ln x-\ln y)\,y^2<x^2-y^2.$$

`optimalDistance_between` uses it twice, with the roles of the two parameters exchanged. One use gives the lower bound and the other the upper bound, after the square-root inequalities have been replaced by inequalities between squares.

In `hiss_maximal_exchange`, `hL` is the decomposition of $\ln4.2$. The facts `l1` and `l2` enclose $\ln2$, while `l3` and `l4` enclose $\ln1.05$. They combine into `hlo` and `hhi`, the two bounds on $\ln4.2$ used above, and `norm_num` checks the remaining rational arithmetic. The last part of the theorem multiplies the inequality from `middleRange_lt_max` by the positive coefficient `c`.
